# Noisy operations between populations of equal total are decided by the excess above each threshold

## Rising entropy is not enough

Take a system with three levels of the same energy and populations \(p=(\tfrac12,\tfrac12,0)\). Can random noise that leaves equal populations unchanged turn them into \(r=(\tfrac23,\tfrac16,\tfrac16)\)? The entropy \(-\sum_i p_i\ln p_i\) would rise from about 0.69 to about 0.87, so a check of the entropy alone allows the change. It is nevertheless impossible: noise of this kind averages populations, and no average of \(\tfrac12,\tfrac12,0\) reaches \(\tfrac23\).

The criterion proved here compares one number for each threshold. For a real threshold \(t\), define the excess of \(p\) as

\[
A_p(t)=\sum_i \max(p_i-t,\,0).
\]

In the example, \(A_r(\tfrac12)=\tfrac16\) while \(A_p(\tfrac12)=0\), and this single comparison rules out the change.

## Noise on degenerate levels

A noisy operation couples the system to an auxiliary system in the maximally mixed state, applies a joint unitary and discards the auxiliary part. When all levels have the same energy and the initial state has no coherences between them, its action on populations is

\[
r_j=\sum_i p_i D_{ij},\qquad D_{ij}\ge 0,\qquad \sum_j D_{ij}=1,\qquad \sum_i D_{ij}=1 .
\]

Here \(D_{ij}\) is the probability of going from level \(i\) to level \(j\). The unit row sums conserve probability, and the unit column sums keep the uniform distribution fixed. Such a matrix is called doubly stochastic. Conversely, if \(r=pD\) for some doubly stochastic \(D\), a theorem of Horn gives a unitary on the system alone that takes the state with populations \(p\) and no coherences to a state with populations \(r\).

For \(p\) and \(r\) with equal totals, a doubly stochastic \(D\) with \(r=pD\) exists if and only if \(A_r(t)\le A_p(t)\) for every real \(t\). Two probability vectors on the same levels always have equal totals. For a finite, fully degenerate system without coherences, this decides which populations can be reached when maximally mixed auxiliary systems are free.

## Noise cannot raise the excess

Let \(r=pD\). Because column \(j\) of \(D\) sums to one,

\[
r_j-t=\sum_i (p_i-t)D_{ij}\le\sum_i\max(p_i-t,0)\,D_{ij}.
\]

The right-hand side is non-negative, so it also bounds \(\max(r_j-t,0)\). Summing over \(j\) and using the unit row sums gives \(A_r(t)\le A_p(t)\).

## From excesses to a mixture of permutations

Now let \(p\) and \(r\) have equal totals, and assume \(A_r(p_j)\le A_p(p_j)\) for every \(j\).

**Low levels.** Let \(u\) be a permutation of \(p\), so that \(A_u=A_p\). Let \(s\) be a set of levels and \(t\) one of the values \(p_j\), with \(u_i\le t\) inside \(s\) and \(u_i\ge t\) outside. Then

\[
\sum_{i\notin s}(r_i-t)\le A_r(t)\le A_u(t)=\sum_{i\notin s}(u_i-t).
\]

So \(r\) has at most as much population outside \(s\) as \(u\) has. Since the totals agree, \(\sum_{i\in s}u_i\le\sum_{i\in s}r_i\).

**Observables.** Let \(f\) be a real function on the levels. List the levels so that \(f\) increases, and choose a permutation \(\sigma\) for which \(u_i=p_{\sigma(i)}\) increases along the same list. Put \(d_i=u_i-r_i\). Build up the set \(s\) by adding levels in the order of the list. When \(m\) is added, for any \(c\ge f_m\),

\[
\sum_{i\in s\cup\{m\}}(c-f_i)d_i=(c-f_m)\sum_{i\in s\cup\{m\}}d_i+\sum_{i\in s}(f_m-f_i)d_i .
\]

The first term is at most zero by the previous step, with threshold \(t=u_m\). The second has the same form as the left-hand side, for the smaller set and with \(f_m\) in place of \(c\), so it is at most zero by induction from the empty set. For the set of all levels, \(\sum_i(c-f_i)d_i\le0\). Since \(\sum_i d_i=0\), this says

\[
\sum_i r_if_i\le\sum_i p_{\sigma(i)}f_i .
\]

**Separation.** Let \(C\) be the set of all mixtures of permutations of \(p\). It is convex and closed. If \(r\) were not in \(C\), there would be a linear functional \(g\) and a number \(c\) with \(g(x)<c<g(r)\) for every \(x\) in \(C\). Writing \(g(x)=\sum_i x_if_i\) contradicts the inequality just found. Hence \(r\) lies in \(C\).

**The matrix.** The permuted vector with entries \(p_{\sigma(j)}\) equals \(pP\), where \(P_{ij}=1\) if \(i=\sigma(j)\) and \(P_{ij}=0\) otherwise. This \(P\) is doubly stochastic. Mixing such matrices with the weights that produce \(r\) gives a doubly stochastic \(D\) with \(r=pD\).

Only the thresholds \(p_j\) were used, so finitely many comparisons suffice.

## A sharp state reaches every distribution

Let \(p\) have population one in level \(a\) and zero elsewhere, and let \(r\) be any probability vector. The only thresholds to test are 1 and, if there are other levels, 0. At \(t=1\), \(A_r(1)=0\), because no probability exceeds one. At \(t=0\), both excesses equal the total probability. The test is passed, so \(r\) can be reached.

## The statement in Lean

The levels form a finite type `ι`, and populations are functions `ι → ℝ`. No energies appear; full degeneracy enters through the choice of doubly stochastic matrices. `excess p t` is \(A_p(t)\), a name chosen here. `NoisyConvertible p r` says that some `D` in Mathlib's set `doublyStochastic ℝ ι` satisfies `r = p ᵥ* D`, with `p` as a row vector. Texts that use column vectors have the transposed matrix.

The main theorem, `noisyConvertible_iff_excess_le`, has one hypothesis, `h`: the totals of `r` and `p` are equal. Populations may be negative, and the total need not be one. A total of `r` no larger than that of `p` would not suffice: \(r=0\) and a sharp \(p\) satisfy every excess inequality, but a doubly stochastic matrix preserves the total.

The excess condition with equal totals is a form of majorisation, which textbooks usually define by partial sums of the sorted populations. The main theorem is stated without them.

The Lean code takes doubly stochastic matrices as its model of noisy operations: the auxiliary system and the joint unitary do not appear in it, and Horn's theorem is not proved. Levels of unequal energy, coherences and infinite spectra also lie beyond the statement, and the theorem gives the existence of `D` without a recipe for computing it.

```lean
import Mathlib

open Matrix

namespace NoisyOperations

noncomputable section

variable {ι : Type*} [Fintype ι]

/-- The excess of the populations `p` above the threshold `t`: the sum of `max (p i - t) 0`. -/
def excess (p : ι → ℝ) (t : ℝ) : ℝ := ∑ i, max (p i - t) 0

/-- The levels can be listed so that a given real function on them increases along the list. -/
theorem exists_sorting (f : ι → ℝ) :
    ∃ a : Fin (Fintype.card ι) ≃ ι, Monotone (f ∘ a) :=
  ⟨(Tuple.sort (f ∘ (Fintype.equivFin ι).symm)).trans (Fintype.equivFin ι).symm,
    Tuple.monotone_sort (f ∘ (Fintype.equivFin ι).symm)⟩

variable [DecidableEq ι]

/-- `r` can be reached from `p` by a noisy operation: a doubly stochastic matrix `D` gives
`r = p D`. -/
def NoisyConvertible (p r : ι → ℝ) : Prop :=
  ∃ D ∈ doublyStochastic ℝ ι, r = p ᵥ* D

/-- Let `r` and `u` have equal totals, and let the populations of `u` be at most `t` in `s` and at
least `t` outside. If the excess of `r` above `t` is at most that of `u`, then `s` holds no more
population in `u` than in `r`. -/
theorem low_levels_sum_le {r u : ι → ℝ} (h : ∑ i, r i = ∑ i, u i) (s : Finset ι) (t : ℝ)
    (hs : ∀ i ∈ s, u i ≤ t) (hc : ∀ i, i ∉ s → t ≤ u i)
    (ht : excess r t ≤ excess u t) : ∑ i ∈ s, u i ≤ ∑ i ∈ s, r i := by
  have h1 : ∑ i ∈ sᶜ, (r i - t) ≤ ∑ i, max (r i - t) 0 :=
    (Finset.sum_le_sum fun i _ => le_max_left _ _).trans
      (Finset.sum_le_univ_sum_of_nonneg fun i => le_max_right _ _)
  -- for `u` the excess comes exactly from the levels outside `s`
  have a1 := Finset.sum_add_sum_compl s (fun i => max (u i - t) 0)
  have a2 : ∑ i ∈ s, max (u i - t) 0 = 0 :=
    Finset.sum_eq_zero fun i hi => max_eq_right (by linarith [hs i hi])
  have a3 : ∑ i ∈ sᶜ, max (u i - t) 0 = ∑ i ∈ sᶜ, (u i - t) :=
    Finset.sum_congr rfl fun i hi =>
      max_eq_left (by linarith [hc i (Finset.mem_compl.1 hi)])
  have b1 := Finset.sum_add_sum_compl s r
  have b2 := Finset.sum_add_sum_compl s u
  unfold excess at ht
  rw [Finset.sum_sub_distrib] at h1 a3
  linarith

/-- Let `r` and `p` have equal totals, and let the excess of `r` be at most that of `p` at each
threshold `p j`. Then for every observable `f` some permutation of `p` has at least the mean
value of `f` that `r` has. -/
theorem exists_perm_observable_le {p r : ι → ℝ} (h : ∑ i, r i = ∑ i, p i)
    (ht : ∀ j, excess r (p j) ≤ excess p (p j)) (f : ι → ℝ) :
    ∃ σ : Equiv.Perm ι, ∑ i, r i * f i ≤ ∑ i, p (σ i) * f i := by
  obtain ⟨a, ha⟩ := exists_sorting f
  obtain ⟨b, hb⟩ := exists_sorting p
  -- the permutation that puts `p` in the same order as `f`
  let σ : Equiv.Perm ι := a.symm.trans b
  refine ⟨σ, ?_⟩
  have kf : ∀ i j, a.symm i ≤ a.symm j → f i ≤ f j := fun i j hij => by
    simpa using ha hij
  have kp : ∀ i j, a.symm i ≤ a.symm j → p (σ i) ≤ p (σ j) := fun i j hij => hb hij
  have hsum : ∑ i, r i = ∑ i, p (σ i) := h.trans (Equiv.sum_comp σ p).symm
  have hex : ∀ t, excess (fun i => p (σ i)) t = excess p t := fun t =>
    Equiv.sum_comp σ (fun i => max (p i - t) 0)
  -- summation by parts, adding the levels in increasing order
  have key : ∀ s : Finset ι, (∀ i ∈ s, ∀ j, j ∉ s → a.symm i ≤ a.symm j) →
      ∀ c, (∀ i ∈ s, f i ≤ c) → ∑ i ∈ s, (c - f i) * (p (σ i) - r i) ≤ 0 := by
    intro s
    refine Finset.induction_on_max_value (fun i => a.symm i) s ?_ ?_
    · intro _ c _
      simp
    · intro m s hm hmax ih hlow c hc
      have h1 : ∑ i ∈ s, (f m - f i) * (p (σ i) - r i) ≤ 0 := by
        refine ih (fun i hi j hj => ?_) (f m) (fun i hi => kf _ _ (hmax i hi))
        by_cases hjm : j = m
        · rw [hjm]
          exact hmax i hi
        · exact hlow i (Finset.mem_insert_of_mem hi) j (by simp [hjm, hj])
      have h2 : ∑ i ∈ insert m s, p (σ i) ≤ ∑ i ∈ insert m s, r i := by
        refine low_levels_sum_le hsum (insert m s) (p (σ m)) (fun i hi => ?_)
          (fun i hi => kp _ _ (hlow m (Finset.mem_insert_self m s) i hi)) ?_
        · rcases Finset.mem_insert.1 hi with hi | hi
          · rw [hi]
          · exact kp _ _ (hmax i hi)
        · rw [hex]
          exact ht (σ m)
      have h3 : ∑ i ∈ insert m s, (c - f i) * (p (σ i) - r i)
          = (c - f m) * ∑ i ∈ insert m s, (p (σ i) - r i)
            + ∑ i ∈ s, (f m - f i) * (p (σ i) - r i) := by
        rw [Finset.sum_insert hm, Finset.sum_insert hm, mul_add, Finset.mul_sum, add_assoc,
          ← Finset.sum_add_distrib]
        congr 1
        exact Finset.sum_congr rfl fun i _ => by ring
      rw [h3, Finset.sum_sub_distrib]
      nlinarith [mul_nonneg (sub_nonneg.2 (hc m (Finset.mem_insert_self m s)))
        (sub_nonneg.2 h2)]
  have hfin := key Finset.univ (fun i _ j hj => absurd (Finset.mem_univ j) hj)
    (∑ i, |f i|) (fun i hi => (le_abs_self _).trans
      (Finset.single_le_sum (f := fun i => |f i|) (fun j _ => abs_nonneg (f j)) hi))
  have hexp : ∑ i, ((∑ k, |f k|) - f i) * (p (σ i) - r i)
      = (∑ k, |f k|) * (∑ i, p (σ i) - ∑ i, r i)
        - (∑ i, p (σ i) * f i - ∑ i, r i * f i) := by
    generalize (∑ k, |f k|) = c
    rw [← Finset.sum_sub_distrib, ← Finset.sum_sub_distrib, Finset.mul_sum,
      ← Finset.sum_sub_distrib]
    exact Finset.sum_congr rfl fun i _ => by ring
  rw [hexp, hsum, sub_self, mul_zero] at hfin
  linarith

/-- If `r` and `p` have equal totals and the excess of `r` is at most that of `p` at each
threshold `p j`, then `r` is a statistical mixture of permutations of `p`. -/
theorem mem_mixture_of_excess_le {p r : ι → ℝ} (h : ∑ i, r i = ∑ i, p i)
    (ht : ∀ j, excess r (p j) ≤ excess p (p j)) :
    r ∈ convexHull ℝ (Set.range fun σ : Equiv.Perm ι => fun i => p (σ i)) := by
  by_contra hr
  -- otherwise some observable separates `r` from all the mixtures
  have hcl : IsClosed (convexHull ℝ
      (Set.range fun σ : Equiv.Perm ι => fun i => p (σ i))) :=
    (Set.finite_range _).isClosed_convexHull ℝ
  obtain ⟨g, c, hg, hc⟩ :=
    geometric_hahn_banach_closed_point (convex_convexHull ℝ _) hcl hr
  have hw : ∀ x : ι → ℝ, g x = ∑ i, x i * g (fun j => if i = j then 1 else 0) :=
    fun x => LinearMap.pi_apply_eq_sum_univ g.toLinearMap x
  obtain ⟨σ, hσ⟩ := exists_perm_observable_le h ht
    (fun i => g (fun j => if i = j then 1 else 0))
  have h1 := hg (fun i => p (σ i)) (subset_convexHull ℝ _ ⟨σ, rfl⟩)
  rw [hw] at h1 hc
  linarith

/-- Every statistical mixture of permutations of `p` can be reached from `p` by a noisy
operation. -/
theorem noisyConvertible_of_mem_mixture {p r : ι → ℝ}
    (hr : r ∈ convexHull ℝ (Set.range fun σ : Equiv.Perm ι => fun i => p (σ i))) :
    NoisyConvertible p r := by
  have hconv : Convex ℝ {x | NoisyConvertible p x} := by
    rintro x ⟨D, hD, rfl⟩ y ⟨E, hE, rfl⟩ a b ha hb hab
    exact ⟨a • D + b • E, convex_doublyStochastic hD hE ha hb hab, by
      rw [Matrix.vecMul_add, Matrix.vecMul_smul, Matrix.vecMul_smul]⟩
  refine convexHull_min ?_ hconv hr
  rintro x ⟨σ, rfl⟩
  refine ⟨Matrix.of fun i j => if i = σ j then 1 else 0,
    mem_doublyStochastic_iff_sum.2 ⟨fun i j => ?_, fun i => ?_, fun j => ?_⟩, ?_⟩
  · rw [Matrix.of_apply]
    split_ifs <;> norm_num
  · simp [← Equiv.symm_apply_eq]
  · simp
  · ext j
    simp [Matrix.vecMul, dotProduct]

/-- For populations `p` and `r` with equal totals, a noisy operation takes `p` to `r` if and
only if the excess of `r` is at most the excess of `p` at every real threshold. -/
theorem noisyConvertible_iff_excess_le {p r : ι → ℝ} (h : ∑ i, r i = ∑ i, p i) :
    NoisyConvertible p r ↔ ∀ t : ℝ, excess r t ≤ excess p t := by
  refine ⟨?_, fun ht => noisyConvertible_of_mem_mixture
    (mem_mixture_of_excess_le h fun j => ht (p j))⟩
  rintro ⟨D, hD, rfl⟩ t
  obtain ⟨h0, hrow, hcol⟩ := mem_doublyStochastic_iff_sum.1 hD
  -- convexity of the excess, column by column
  have step : ∀ j, max ((p ᵥ* D) j - t) 0 ≤ ∑ i, max (p i - t) 0 * D i j := by
    intro j
    have e : (p ᵥ* D) j - t = ∑ i, (p i - t) * D i j := by
      simp only [Matrix.vecMul, dotProduct, sub_mul, Finset.sum_sub_distrib,
        ← Finset.mul_sum, hcol, mul_one]
    rw [e]
    exact max_le
      (Finset.sum_le_sum fun i _ => mul_le_mul_of_nonneg_right (le_max_left _ _) (h0 i j))
      (Finset.sum_nonneg fun i _ => mul_nonneg (le_max_right _ _) (h0 i j))
  calc excess (p ᵥ* D) t ≤ ∑ j, ∑ i, max (p i - t) 0 * D i j :=
        Finset.sum_le_sum fun j _ => step j
    _ = excess p t := by
        rw [Finset.sum_comm]
        simp only [← Finset.mul_sum, hrow, mul_one, excess]

/-- For populations with equal totals it is enough to compare the excesses at the finitely many
thresholds `p j`. -/
theorem noisyConvertible_iff_finite_test {p r : ι → ℝ} (h : ∑ i, r i = ∑ i, p i) :
    NoisyConvertible p r ↔ ∀ j, excess r (p j) ≤ excess p (p j) :=
  ⟨fun hn j => (noisyConvertible_iff_excess_le h).1 hn (p j),
    fun ht => noisyConvertible_of_mem_mixture (mem_mixture_of_excess_le h ht)⟩

/-- From a state with all its population in one level `a`, noisy operations reach every
probability vector. -/
theorem sharp_state_reaches (a : ι) {r : ι → ℝ} (h0 : ∀ i, 0 ≤ r i) (h1 : ∑ i, r i = 1) :
    NoisyConvertible (Pi.single a 1) r := by
  have hp : ∑ i, (Pi.single a 1 : ι → ℝ) i = 1 := by simp
  refine (noisyConvertible_iff_finite_test (h1.trans hp.symm)).2 fun j => ?_
  by_cases hj : j = a
  · -- threshold one: no probability exceeds it
    rw [hj, Pi.single_eq_same]
    have hz : excess r 1 = 0 := Finset.sum_eq_zero fun i hi => max_eq_right (by
      have := Finset.single_le_sum (f := r) (fun k _ => h0 k) hi
      linarith)
    rw [hz]
    exact Finset.sum_nonneg fun i _ => le_max_right _ _
  · -- threshold zero: both excesses are the total probability
    rw [Pi.single_eq_of_ne hj]
    have hz : excess r 0 = 1 := by
      rw [← h1]
      exact Finset.sum_congr rfl fun i _ => by rw [sub_zero, max_eq_left (h0 i)]
    have hs : ∑ i, (Pi.single a 1 : ι → ℝ) i
        ≤ ∑ i, max ((Pi.single a 1 : ι → ℝ) i - 0) 0 :=
      Finset.sum_le_sum fun i _ => by
        rw [sub_zero]
        exact le_max_left _ _
    rw [hp] at hs
    rw [hz]
    exact hs

end

end NoisyOperations
```

```lean
#print axioms NoisyOperations.noisyConvertible_iff_excess_le
#print axioms NoisyOperations.sharp_state_reaches
```

```
'NoisyOperations.noisyConvertible_iff_excess_le' depends on axioms: [propext, Classical.choice, Quot.sound]
'NoisyOperations.sharp_state_reaches' depends on axioms: [propext, Classical.choice, Quot.sound]
```

## The lemmas and the steps they carry

`exists_sorting` supplies the ordered list of levels, using Mathlib's sorting of finite tuples.

`low_levels_sum_le` is the step on low levels. The facts `a2` and `a3` say that the excess of `u` vanishes inside `s` and equals \(\sum_{i\notin s}(u_i-t)\) outside. `linarith` then combines these with the split of each total into `s` and its complement.

`exists_perm_observable_le` is the step on observables. The lists `a` and `b` sort `f` and `p`, and `σ` sends the level at a given place in the first list to the level at the same place in the second. The induction principle `Finset.induction_on_max_value` adds the level `m` that comes last in the list so far. The claim `key` is stated for every upper bound `c`, because the induction step needs it with `f m` as the bound. Within that step, `h1` is the induction hypothesis, `h2` the low-level inequality and `h3` the displayed identity. At the end `c` is taken to be \(\sum_i|f_i|\), which bounds every \(f_i\).

`mem_mixture_of_excess_le` is the separation argument. The mixtures form the `convexHull` of a finite set, which is closed, and `geometric_hahn_banach_closed_point` provides `g` and `c`. The fact `hw` writes `g` as a weighted sum over levels, so that the previous lemma applies.

`noisyConvertible_of_mem_mixture` builds the matrix indirectly. It shows that the vectors reachable from `p` form a convex set containing every permutation of `p`; `convexHull_min` then places all mixtures in that set.

In `noisyConvertible_iff_excess_le`, the converse direction chains the last two lemmas. The forward direction is the convexity estimate: `step` treats one column using `hcol`, and the `calc` block exchanges the two sums and uses `hrow`.

`noisyConvertible_iff_finite_test` follows because the converse only ever used the thresholds `p j`. `sharp_state_reaches` applies this test to `Pi.single a 1`, with the case `j = a` giving threshold one and every other `j` giving threshold zero.
